# Nonzero direct and reciprocal lattice vectors whose lengths multiply to at most 2π times the dimension

## Two cutoffs in an Ewald sum

A simple way to truncate an Ewald sum for a perfectly periodic array of charges uses two lists: direct lattice vectors up to a length R_c, and reciprocal lattice vectors up to a length G_c. For a very small cell the second list may hold only the zero vector, and for a very large cell the first may. In n dimensions, if R_c G_c ≥ 2πn, at least one of the lists holds a nonzero vector. In three dimensions this sufficient condition reads R_c G_c ≥ 6π, which is not the smallest value that would do. This says nothing about whether the sum has converged.

The geometric question behind this is how long the shortest nonzero vectors of a lattice and of its reciprocal can be at the same time. Stretching a crystal uniformly lengthens every direct vector and shortens every reciprocal one by the same factor. A sheared or elongated cell is less transparent, and there a bound independent of the cell's shape is useful.

## The bound and its Lean form

Let the columns of a real invertible n×n matrix A be the primitive vectors, with n ≥ 1. The direct lattice consists of the vectors Al with l an integer vector. The reciprocal basis is

B = 2π(A⁻¹)ᵀ.

There are then nonzero vectors R in the direct lattice and g in the reciprocal lattice with

|R||g| ≤ 2πn.

In Lean, `lattice A` is the set of integer combinations of the columns of A, and `reciprocal A` is B, with the physicist's factor 2π included. The hypothesis `A.det ≠ 0` says that the primitive vectors span a cell of nonzero volume. The condition `1 ≤ n` is needed because space of dimension zero has no nonzero vector. `transference_bound` states the result for every such matrix, without any symmetry assumption.

The Euclidean length is defined separately as `length v`, the square root of v·v. Writing `‖R‖` instead would compile but change the meaning: on `Fin n → ℝ` Lean's norm is the largest absolute component, which depends on the orientation of the Cartesian axes.

The theorem supplies one nonzero vector in each lattice and bounds only the product of their lengths. It does not give a full set of independent short vectors. To apply it to a material, one must identify the material's translations with an exact, infinite lattice.

## From a cube to the factor 2πn

Minkowski's convex body theorem says that a compact convex set, symmetric about the origin, contains a nonzero lattice vector if its volume is at least 2ⁿ times the cell volume. The cell volume is |det A|. Take the closed cube |xᵢ| ≤ r with

r = |det A|^(1/n).

Its volume is (2r)ⁿ = 2ⁿ|det A|, exactly the required amount. Hence some nonzero lattice vector R has |Rᵢ| ≤ r for every i, and

|R|² = Σᵢ Rᵢ² ≤ nr², so |R| ≤ √n |det A|^(1/n).

The reciprocal cell volume follows from the determinant rules:

det B = (2π)ⁿ det(A⁻¹) = (2π)ⁿ / det A,

|det A||det B| = (2π)ⁿ.

In particular B is invertible, so the same argument gives a nonzero g with |g| ≤ √n |det B|^(1/n). Multiplying the two bounds,

|R||g| ≤ n(|det A||det B|)^(1/n) = 2πn.

For n = 1 and lattice constant c > 0, the shortest nonzero lengths are c and 2π/c, so the bound is attained.

## Long direct vectors force widely spaced planes

Suppose all nonzero direct vectors have length at least a, and all nonzero reciprocal vectors length at least b ≥ 0. For the pair just found,

ab ≤ |R|b ≤ |R||g| ≤ 2πn.

This is `not_both_long`. Some sign condition is needed, since two large negative numbers would also be lower bounds.

For any direct vector Al and reciprocal vector Bm, with l and m integer vectors,

(Al)·(Bm) = 2π l·(Aᵀ(A⁻¹)ᵀm) = 2π l·m.

Now let R and g again be the pair found above. The lattice points lie on the planes x·g = 2πk, with k an integer. Neighbouring planes are 2π/|g| apart. If every nonzero direct vector has length at least d, then d|g| ≤ |R||g| ≤ 2πn, and dividing by n|g| gives

d/n ≤ 2π/|g|.

The planes are lines for n = 2 and points for n = 1. Some members of the family may carry no lattice point, and with several atoms per cell not every atom need lie on a plane.

## The Lean source

```lean
import Mathlib

open Matrix MeasureTheory

namespace ReciprocalTransference

noncomputable section

variable {n : ℕ}

/-- The lattice of all integer combinations of the columns of the basis matrix `A`. -/
def lattice (A : Matrix (Fin n) (Fin n) ℝ) : Set (Fin n → ℝ) :=
  {v | ∃ m : Fin n → ℤ, v = A *ᵥ fun i => (m i : ℝ)}

/-- The reciprocal basis `B = 2π (A⁻¹)ᵀ` of an invertible basis matrix `A`. -/
def reciprocal (A : Matrix (Fin n) (Fin n) ℝ) : Matrix (Fin n) (Fin n) ℝ :=
  (2 * Real.pi) • (A⁻¹)ᵀ

/-- The Euclidean length of a vector. -/
def length (v : Fin n → ℝ) : ℝ := √(v ⬝ᵥ v)

/-- In dimension at least one, a lattice with invertible basis `A` has a nonzero vector whose
Cartesian components are all at most `|det A|^(1/n)` in absolute value. -/
theorem exists_small_components (hn : 1 ≤ n) (A : Matrix (Fin n) (Fin n) ℝ)
    (hA : A.det ≠ 0) :
    ∃ R ∈ lattice A, R ≠ 0 ∧ ∀ i, |R i| ≤ |A.det| ^ (n : ℝ)⁻¹ := by
  have : Nonempty (Fin n) := ⟨⟨0, hn⟩⟩
  have hu : IsUnit A.det := isUnit_iff_ne_zero.mpr hA
  -- the columns of `A` as a basis of space
  let e : (Fin n → ℝ) ≃ₗ[ℝ] (Fin n → ℝ) :=
    LinearEquiv.ofLinearMap A.mulVecLin A⁻¹.mulVecLin
      (by rw [← Matrix.mulVecLin_mul, Matrix.mul_nonsing_inv _ hu, Matrix.mulVecLin_one])
      (by rw [← Matrix.mulVecLin_mul, Matrix.nonsing_inv_mul _ hu, Matrix.mulVecLin_one])
  let b := (Pi.basisFun ℝ (Fin n)).map e
  have hb : ∀ i k, b i k = A k i := by
    intro i k
    change (A *ᵥ (Pi.basisFun ℝ (Fin n) i)) k = A k i
    simp
  have hM : Matrix.of (⇑b) = Aᵀ := by
    ext i k
    exact hb i k
  -- the unit cell has volume `|det A|`
  have hvol : volume (ZSpan.fundamentalDomain b) = ENNReal.ofReal |A.det| := by
    rw [ZSpan.volume_fundamentalDomain, hM, Matrix.det_transpose]
  set r : ℝ := |A.det| ^ (n : ℝ)⁻¹ with hr
  have hr0 : 0 ≤ r := Real.rpow_nonneg (abs_nonneg _) _
  have hrn : r ^ n = |A.det| := Real.rpow_inv_natCast_pow (abs_nonneg _) (by omega)
  have hmeas : volume (ZSpan.fundamentalDomain b) * 2 ^ Module.finrank ℝ (Fin n → ℝ)
      ≤ volume (Metric.closedBall (0 : Fin n → ℝ) r) := by
    apply le_of_eq
    rw [hvol, Real.volume_pi_closedBall _ hr0, Module.finrank_fin_fun, Fintype.card_fin,
      mul_pow, hrn, ENNReal.ofReal_mul (by positivity), ENNReal.ofReal_pow (by norm_num),
      ENNReal.ofReal_ofNat, mul_comm]
  have : Countable (Submodule.span ℤ (Set.range b)).toAddSubgroup := by
    change Countable (Submodule.span ℤ (Set.range b))
    infer_instance
  -- Minkowski's convex body theorem for a cube of side `2r`
  obtain ⟨x, hx0, hx⟩ := exists_ne_zero_mem_lattice_of_measure_mul_two_pow_le_measure
    (μ := volume) (L := (Submodule.span ℤ (Set.range b)).toAddSubgroup)
    (s := Metric.closedBall (0 : Fin n → ℝ) r)
    (ZSpan.isAddFundamentalDomain' b volume) (fun y hy => by simpa using hy)
    (convex_closedBall 0 r) (isCompact_closedBall 0 r) hmeas
  have hxm : (x : Fin n → ℝ) ∈ Submodule.span ℤ (Set.range b) := x.2
  obtain ⟨m, hm⟩ := (Submodule.mem_span_range_iff_exists_fun ℤ).mp hxm
  refine ⟨x, ⟨m, ?_⟩, fun h => hx0 (Subtype.ext h), fun i => ?_⟩
  · rw [← hm]
    ext k
    simp [hb, Matrix.mulVec, dotProduct, mul_comm]
  · have h := norm_le_pi_norm (x : Fin n → ℝ) i
    rw [Real.norm_eq_abs] at h
    exact h.trans (mem_closedBall_zero_iff.mp hx)

/-- A vector whose `n` components are at most `r ≥ 0` in absolute value has length at most
`√n r`. -/
theorem length_le_of_components {v : Fin n → ℝ} {r : ℝ} (hr : 0 ≤ r)
    (hv : ∀ i, |v i| ≤ r) : length v ≤ √n * r := by
  have h : v ⬝ᵥ v ≤ n * r ^ 2 := by
    calc v ⬝ᵥ v = ∑ i, v i * v i := rfl
      _ ≤ ∑ _i : Fin n, r ^ 2 := Finset.sum_le_sum fun i _ => by
          nlinarith [abs_mul_abs_self (v i), abs_nonneg (v i), hv i]
      _ = n * r ^ 2 := by simp
  calc length v ≤ √(n * r ^ 2) := Real.sqrt_le_sqrt h
    _ = √n * r := by rw [Real.sqrt_mul (Nat.cast_nonneg n), Real.sqrt_sq hr]

/-- In dimension at least one, a lattice with invertible basis `A` has a nonzero vector of length
at most `√n |det A|^(1/n)`. -/
theorem exists_short_vector (hn : 1 ≤ n) (A : Matrix (Fin n) (Fin n) ℝ) (hA : A.det ≠ 0) :
    ∃ R ∈ lattice A, R ≠ 0 ∧ length R ≤ √n * |A.det| ^ (n : ℝ)⁻¹ := by
  obtain ⟨R, hR, hR0, h⟩ := exists_small_components hn A hA
  exact ⟨R, hR, hR0, length_le_of_components (Real.rpow_nonneg (abs_nonneg _) _) h⟩

/-- For an invertible basis, the volumes of the direct and reciprocal unit cells multiply to
`(2π)^n`. -/
theorem cell_volume_mul (A : Matrix (Fin n) (Fin n) ℝ) (hA : A.det ≠ 0) :
    |A.det| * |(reciprocal A).det| = (2 * Real.pi) ^ n := by
  have h : A.det * (reciprocal A).det = (2 * Real.pi) ^ n := by
    rw [reciprocal, Matrix.det_smul, Matrix.det_transpose, Matrix.det_nonsing_inv,
      Ring.inverse_eq_inv', Fintype.card_fin, mul_left_comm, mul_inv_cancel₀ hA, mul_one]
  rw [← abs_mul, h, abs_of_pos (pow_pos Real.two_pi_pos n)]

/-- Transference bound: for an invertible basis in dimension `n ≥ 1`, there are nonzero vectors
`R` of the direct lattice and `g` of the reciprocal lattice with `|R| |g| ≤ 2πn`. -/
theorem transference_bound (hn : 1 ≤ n) (A : Matrix (Fin n) (Fin n) ℝ) (hA : A.det ≠ 0) :
    ∃ R ∈ lattice A, ∃ g ∈ lattice (reciprocal A),
      R ≠ 0 ∧ g ≠ 0 ∧ length R * length g ≤ 2 * Real.pi * n := by
  have hV := cell_volume_mul A hA
  have hB : (reciprocal A).det ≠ 0 := by
    intro h
    rw [h, abs_zero, mul_zero] at hV
    exact (pow_pos Real.two_pi_pos n).ne hV
  obtain ⟨R, hR, hR0, h1⟩ := exists_short_vector hn A hA
  obtain ⟨g, hg, hg0, h2⟩ := exists_short_vector hn (reciprocal A) hB
  refine ⟨R, hR, g, hg, hR0, hg0, ?_⟩
  -- the cell volumes cancel in the product of the two bounds
  have hr : |A.det| ^ (n : ℝ)⁻¹ * |(reciprocal A).det| ^ (n : ℝ)⁻¹ = 2 * Real.pi := by
    rw [← Real.mul_rpow (abs_nonneg _) (abs_nonneg _), hV,
      Real.pow_rpow_inv_natCast Real.two_pi_pos.le (by omega)]
  have hs : √(n : ℝ) * √(n : ℝ) = n := Real.mul_self_sqrt (Nat.cast_nonneg n)
  calc length R * length g
      ≤ (√n * |A.det| ^ (n : ℝ)⁻¹) * (√n * |(reciprocal A).det| ^ (n : ℝ)⁻¹) :=
        mul_le_mul h1 h2 (Real.sqrt_nonneg _) ((Real.sqrt_nonneg _).trans h1)
    _ = (√n * √n) * (|A.det| ^ (n : ℝ)⁻¹ * |(reciprocal A).det| ^ (n : ℝ)⁻¹) := by ring
    _ = 2 * Real.pi * n := by rw [hs, hr]; ring

/-- For an invertible basis in dimension `n ≥ 1`, if all nonzero direct lattice vectors have length
at least `a` and all nonzero reciprocal ones length at least `b ≥ 0`, then `a b ≤ 2πn`. -/
theorem not_both_long (hn : 1 ≤ n) (A : Matrix (Fin n) (Fin n) ℝ) (hA : A.det ≠ 0)
    {a b : ℝ} (hb : 0 ≤ b) (hR : ∀ R ∈ lattice A, R ≠ 0 → a ≤ length R)
    (hg : ∀ g ∈ lattice (reciprocal A), g ≠ 0 → b ≤ length g) :
    a * b ≤ 2 * Real.pi * n := by
  obtain ⟨R, hRm, g, hgm, hR0, hg0, h⟩ := transference_bound hn A hA
  exact (mul_le_mul (hR R hRm hR0) (hg g hgm hg0) hb (Real.sqrt_nonneg _)).trans h

/-- For an invertible basis, the scalar product of a direct and a reciprocal lattice vector is an
integer multiple of `2π`. -/
theorem dot_eq_two_pi_mul_int (A : Matrix (Fin n) (Fin n) ℝ) (hA : A.det ≠ 0)
    {R g : Fin n → ℝ} (hR : R ∈ lattice A) (hg : g ∈ lattice (reciprocal A)) :
    ∃ k : ℤ, R ⬝ᵥ g = 2 * Real.pi * k := by
  obtain ⟨l, rfl⟩ := hR
  obtain ⟨m, rfl⟩ := hg
  refine ⟨∑ i, l i * m i, ?_⟩
  rw [reciprocal, Matrix.smul_mulVec, dotProduct_smul, Matrix.dotProduct_mulVec,
    Matrix.vecMul_transpose, Matrix.mulVec_mulVec,
    Matrix.nonsing_inv_mul _ (isUnit_iff_ne_zero.mpr hA), Matrix.one_mulVec]
  simp [dotProduct]

/-- For an invertible basis in dimension `n ≥ 1`, if all nonzero lattice vectors have length at
least `d`, then the lattice lies on parallel planes `R · g = 2πk`, with `g` a nonzero reciprocal
lattice vector, whose spacing `2π/|g|` is at least `d/n`. -/
theorem exists_widely_spaced_planes (hn : 1 ≤ n) (A : Matrix (Fin n) (Fin n) ℝ)
    (hA : A.det ≠ 0) {d : ℝ} (hd : ∀ R ∈ lattice A, R ≠ 0 → d ≤ length R) :
    ∃ g ∈ lattice (reciprocal A), g ≠ 0 ∧
      (∀ R ∈ lattice A, ∃ k : ℤ, R ⬝ᵥ g = 2 * Real.pi * k) ∧
      d / n ≤ 2 * Real.pi / length g := by
  obtain ⟨R, hR, g, hg, hR0, hg0, h⟩ := transference_bound hn A hA
  refine ⟨g, hg, hg0, fun S hS => dot_eq_two_pi_mul_int A hA hS hg, ?_⟩
  have hgg : 0 ≤ g ⬝ᵥ g := Finset.sum_nonneg fun i _ => mul_self_nonneg (g i)
  have hpos : 0 < length g :=
    Real.sqrt_pos.mpr (lt_of_le_of_ne hgg fun h0 => hg0 (dotProduct_self_eq_zero.mp h0.symm))
  have hn' : (0 : ℝ) < n := by exact_mod_cast hn
  rw [div_le_div_iff₀ hn' hpos]
  exact (mul_le_mul_of_nonneg_right (hd R hR hR0) hpos.le).trans h

end

end ReciprocalTransference
```

```lean
#print axioms ReciprocalTransference.exists_short_vector
-- 'ReciprocalTransference.exists_short_vector' depends on axioms: [propext, Classical.choice, Quot.sound]
#print axioms ReciprocalTransference.not_both_long
-- 'ReciprocalTransference.not_both_long' depends on axioms: [propext, Classical.choice, Quot.sound]
#print axioms ReciprocalTransference.exists_widely_spaced_planes
-- 'ReciprocalTransference.exists_widely_spaced_planes' depends on axioms: [propext, Classical.choice, Quot.sound]
```

## How the lemmas carry the argument

`exists_small_components` contains the geometry. It turns A into a linear equivalence `e`, whose images of the unit vectors form the basis `b`. The identity `hb` confirms that these are the columns of A, and `hvol` gives the cell volume. The cube appears as `Metric.closedBall`, because a ball in the maximum norm is a cube. `hmeas` is the volume comparison, proved as an equality, and Mathlib's version of Minkowski's theorem then supplies the vector. The last lines recover its integer coefficients and read off the component bounds.

`length_le_of_components` bounds the sum of squares term by term and takes the root. `exists_short_vector` combines it with the cube argument. `cell_volume_mul` is the determinant calculation.

In `transference_bound`, `hB` deduces that the reciprocal determinant is nonzero: otherwise the product of the volumes would vanish instead of being (2π)ⁿ. The short-vector lemma is then used once for each lattice. `hr` combines the two n-th roots into 2π, `hs` combines the two factors √n into n, and the final `calc` multiplies the bounds.

`dot_eq_two_pi_mul_int` moves the transposed inverse across the scalar product, where it cancels A and leaves the integer Σᵢ lᵢmᵢ. `exists_widely_spaced_planes` uses this for every direct vector. It proves |g| > 0 from g ≠ 0, and `div_le_div_iff₀` then turns the spacing inequality into d|g| ≤ 2πn.
